# If a symmetric χ₀ annihilates exactly the constant potentials, χ₀ and the response fix the interaction kernel up to a_r + b_s

The density response is modelled here as a single real symmetric matrix χ₀ on a finite set of points, and the potentials it annihilates are assumed to be exactly the constant ones. The assumption has two halves. A constant potential shifts all energies equally and moves no charge at fixed particle number, so constants belong to the kernel of χ₀. That no other potential goes unnoticed is a non-degeneracy condition on the discretised system.

## The freedom in the interaction kernel

Let f be a real matrix on the same points, the interaction kernel. The interacting response χ solves

χ = χ₀ + χ₀ f χ

and, when 1 − χ₀ f is invertible, it is

χ = (1 − χ₀ f)⁻¹ χ₀.

Now change f to f + g, with g a real matrix. Under the assumptions on χ₀, and with 1 − χ₀ f invertible, the new problem is still solvable and has the same χ if and only if there are vectors a and b with

g_rs = a_r + b_s for all points r, s.

If g is symmetric, a single vector suffices: g_rs = a_r + a_s. Both statements rest on a criterion that does not involve f:

χ₀ g χ₀ = 0 if and only if g_rs = a_r + b_s for some a, b.

## Dropped averages and kernel comparisons in response codes

In linear-response density functional theory, f is the sum of the Hartree and exchange-correlation kernels. Within the finite, real model used here, the result says which part of that sum can affect the density response.

In a periodic code, the G = 0 component of the Coulomb kernel at q = 0 enters f as a constant, which is the simplest case of a_r + b_s. The bare Coulomb value diverges there, but under the assumptions on χ₀ every finite value put in its place, zero included, gives the same χ. This concerns q = 0 itself and not the optical limit q → 0, where a vanishing response meets a diverging Coulomb term.

The freedom also matters when two kernels are compared, for instance one computed directly and one reconstructed from χ₀ and χ. An entry-by-entry difference may be large and yet have no effect on χ. Subtracting from each matrix its row means and column means, and adding back its overall mean, removes exactly the terms a_r + b_s and leaves the part that can be compared.

On a grid with quadrature weights w_r, the matrix to use as χ₀ is w_r χ₀(r,s) w_s, which maps potential values to charges in the cells. It is symmetric if χ₀(r,s) is, and f then enters through its plain point values.

## Derivation

**From a vanishing product to a sum.** Suppose χ₀ g χ₀ = 0. If there are no points, there is nothing to show; otherwise fix a point r₀. Each column of g χ₀ is annihilated by χ₀, so it is constant:

(g χ₀)_rs = (g χ₀)_r₀s for all r, s.

Written out, and with the column index now called i, this is

∑_t (g_rt − g_r₀t) χ₀_ti = 0 for all i.

Since χ₀_ti = χ₀_it, the vector with entries g_rt − g_r₀t is itself annihilated by χ₀. It is therefore constant in t. Call the constant a_r and put b_s = g_r₀s. Then g_rs = a_r + b_s.

**From a sum to a vanishing product.** Let g_rs = a_r + b_s. Constants are in the kernel, so every row of χ₀ sums to zero, and by symmetry so does every column. Hence

(χ₀ g)_is = ∑_r χ₀_ir a_r + (∑_r χ₀_ir) b_s = ∑_r χ₀_ir a_r,

which does not depend on s. Multiplying by χ₀ on the right gives

(χ₀ g χ₀)_ij = (∑_r χ₀_ir a_r) (∑_s χ₀_sj) = 0.

**A vanishing product leaves χ unchanged.** Let R = (1 − χ₀ f)⁻¹. From (1 − χ₀ f) R = 1 we get R = 1 + χ₀ f R, and so

R χ₀ = χ₀ (1 + f R χ₀).

With χ₀ g χ₀ = 0 it follows that

χ₀ g R χ₀ = χ₀ g χ₀ (1 + f R χ₀) = 0.

The inverse for the changed kernel is R + R χ₀ g R, because

(1 − χ₀ f − χ₀ g)(R + R χ₀ g R)
= 1 + χ₀ g R − χ₀ g R − (χ₀ g R χ₀) g R
= 1.

The new response is then

(R + R χ₀ g R) χ₀ = R χ₀ + R (χ₀ g R χ₀) = R χ₀.

**An unchanged χ forces a vanishing product.** If both problems are solvable and share the response χ, then

(1 − χ₀ f) χ = χ₀,
(1 − χ₀ (f + g)) χ = χ₀.

Subtraction gives χ₀ g χ = 0. To replace the last factor by χ₀, note that

χ (1 − f χ₀) = R (1 − χ₀ f) χ₀ = χ₀.

Multiplying χ₀ g χ = 0 on the right by 1 − f χ₀ yields χ₀ g χ₀ = 0. Together with the criterion for g, this proves the main equivalence.

**Symmetric changes.** If g_rs = g_sr, average the two expressions for the entry:

g_rs = (a_r + b_s + a_s + b_r)/2 = (a_r + b_r)/2 + (a_s + b_s)/2.

The single vector is the mean of a and b. Conversely, g_rs = a_r + a_s already has the general form, with b = a.

## The Lean file

```lean
import Mathlib

open Matrix

namespace ResponseKernelFreedom

noncomputable section

variable {n : Type*} [Fintype n]

/-- The potentials that produce no density response are exactly the constant ones. -/
def KernelIsConstants (χ₀ : Matrix n n ℝ) : Prop :=
  ∀ x : n → ℝ, χ₀ *ᵥ x = 0 ↔ ∃ c : ℝ, x = fun _ => c

/-- A two-point function that is a sum of two one-point functions, `g r s = a r + b s`. -/
def IsSeparableSum (g : Matrix n n ℝ) : Prop :=
  ∃ a b : n → ℝ, ∀ r s, g r s = a r + b s

/-- The interacting response `(1 - χ₀ f)⁻¹ χ₀` for the interaction kernel `f`,
meant for invertible `1 - χ₀ f`. -/
def response [DecidableEq n] (χ₀ f : Matrix n n ℝ) : Matrix n n ℝ :=
  (1 - χ₀ * f)⁻¹ * χ₀

/-- For a symmetric response `χ₀` whose kernel is exactly the constants, `χ₀ g χ₀` vanishes
if and only if `g r s = a r + b s` for some one-point functions `a` and `b`. -/
theorem sandwich_eq_zero_iff {χ₀ : Matrix n n ℝ} (hS : χ₀.IsSymm)
    (hk : KernelIsConstants χ₀) (g : Matrix n n ℝ) :
    χ₀ * g * χ₀ = 0 ↔ IsSeparableSum g := by
  constructor
  · intro h
    rw [Matrix.mul_assoc] at h
    rcases isEmpty_or_nonempty n with hn | ⟨⟨r₀⟩⟩
    · exact ⟨fun _ => 0, fun _ => 0, fun r => isEmptyElim r⟩
    -- each column of `g χ₀` is a constant vector
    have hcol : ∀ r s, (g * χ₀) r s = (g * χ₀) r₀ s := by
      intro r s
      have h0 : χ₀ *ᵥ (fun t => (g * χ₀) t s) = 0 := by
        funext i
        have e := congrFun (congrFun h i) s
        rw [Matrix.mul_apply] at e
        exact e
      obtain ⟨c, hc⟩ := (hk _).mp h0
      exact (congrFun hc r).trans (congrFun hc r₀).symm
    -- hence differences of rows of `g` are constant vectors
    have hrow : ∀ r, ∃ c : ℝ, (fun t => g r t - g r₀ t) = fun _ => c := by
      intro r
      apply (hk _).mp
      funext i
      have e := hcol r i
      simp only [Matrix.mul_apply] at e
      show ∑ t, χ₀ i t * (g r t - g r₀ t) = 0
      calc ∑ t, χ₀ i t * (g r t - g r₀ t)
          = ∑ t, g r t * χ₀ t i - ∑ t, g r₀ t * χ₀ t i := by
            rw [← Finset.sum_sub_distrib]
            exact Finset.sum_congr rfl (fun t _ => by rw [hS.apply i t]; ring)
        _ = 0 := sub_eq_zero.mpr e
    choose a ha using hrow
    refine ⟨a, g r₀, fun r s => ?_⟩
    have e : g r s - g r₀ s = a r := congrFun (ha r) s
    linarith
  · rintro ⟨a, b, hg⟩
    -- row and column sums of `χ₀` vanish
    have row : ∀ i, ∑ t, χ₀ i t = 0 := by
      intro i
      have e := congrFun ((hk (fun _ => 1)).mpr ⟨1, rfl⟩) i
      simpa [Matrix.mulVec, dotProduct] using e
    have col : ∀ i, ∑ t, χ₀ t i = 0 := fun i =>
      (Finset.sum_congr rfl fun t _ => hS.apply i t).trans (row i)
    ext i j
    have inner : ∀ s, (χ₀ * g) i s = ∑ r, χ₀ i r * a r := by
      intro s
      rw [Matrix.mul_apply]
      calc ∑ r, χ₀ i r * g r s = ∑ r, χ₀ i r * a r + (∑ r, χ₀ i r) * b s := by
            rw [Finset.sum_mul, ← Finset.sum_add_distrib]
            exact Finset.sum_congr rfl (fun r _ => by rw [hg]; ring)
        _ = ∑ r, χ₀ i r * a r := by rw [row]; ring
    show (χ₀ * g * χ₀) i j = 0
    rw [Matrix.mul_apply]
    simp only [inner]
    rw [← Finset.mul_sum, col, mul_zero]

variable [DecidableEq n]

/-- If `1 - χ₀ f` is invertible and `χ₀ g χ₀ = 0`, then `1 - χ₀ (f + g)` is invertible
and the kernels `f + g` and `f` give the same response. -/
theorem response_add_of_sandwich {χ₀ f g : Matrix n n ℝ} (hf : IsUnit (1 - χ₀ * f))
    (hg : χ₀ * g * χ₀ = 0) :
    IsUnit (1 - χ₀ * (f + g)) ∧ response χ₀ (f + g) = response χ₀ f := by
  have hR := Matrix.mul_nonsing_inv _ ((Matrix.isUnit_iff_isUnit_det _).mp hf)
  unfold response
  generalize (1 - χ₀ * f)⁻¹ = R at hR ⊢
  -- `R χ₀` has a factor `χ₀` on the left, so `g` is again enclosed by `χ₀`
  have push : R * χ₀ = χ₀ * (1 + f * R * χ₀) := by
    calc R * χ₀ = ((1 - χ₀ * f) * R) * χ₀ + χ₀ * f * R * χ₀ := by noncomm_ring
      _ = χ₀ * (1 + f * R * χ₀) := by rw [hR]; noncomm_ring
  have key : χ₀ * g * R * χ₀ = 0 := by
    rw [Matrix.mul_assoc (χ₀ * g) R χ₀, push, ← Matrix.mul_assoc, hg, Matrix.zero_mul]
  -- the new inverse in closed form
  have hB : (1 - χ₀ * (f + g)) * (R + R * χ₀ * g * R) = 1 := by
    calc (1 - χ₀ * (f + g)) * (R + R * χ₀ * g * R)
        = (1 - χ₀ * f) * R + ((1 - χ₀ * f) * R) * (χ₀ * g * R) - χ₀ * g * R
          - (χ₀ * g * R * χ₀) * (g * R) := by noncomm_ring
      _ = 1 := by rw [hR, key]; simp
  refine ⟨⟨⟨_, _, hB, mul_eq_one_comm.mp hB⟩, rfl⟩, ?_⟩
  rw [Matrix.inv_eq_right_inv hB]
  calc (R + R * χ₀ * g * R) * χ₀ = R * χ₀ + R * (χ₀ * g * R * χ₀) := by noncomm_ring
    _ = R * χ₀ := by rw [key]; simp

/-- If `1 - χ₀ f` and `1 - χ₀ (f + g)` are invertible and both kernels give the same response,
then `χ₀ g χ₀ = 0`. -/
theorem sandwich_of_response_eq {χ₀ f g : Matrix n n ℝ} (hf : IsUnit (1 - χ₀ * f))
    (hfg : IsUnit (1 - χ₀ * (f + g))) (h : response χ₀ (f + g) = response χ₀ f) :
    χ₀ * g * χ₀ = 0 := by
  have df := (Matrix.isUnit_iff_isUnit_det _).mp hf
  have dfg := (Matrix.isUnit_iff_isUnit_det _).mp hfg
  have e1 : (1 - χ₀ * f) * response χ₀ f = χ₀ := by
    rw [response, ← Matrix.mul_assoc, Matrix.mul_nonsing_inv _ df, Matrix.one_mul]
  have e2 : (1 - χ₀ * (f + g)) * response χ₀ f = χ₀ := by
    rw [← h, response, ← Matrix.mul_assoc, Matrix.mul_nonsing_inv _ dfg, Matrix.one_mul]
  have e3 : response χ₀ f * (1 - f * χ₀) = χ₀ := by
    calc response χ₀ f * (1 - f * χ₀)
        = ((1 - χ₀ * f)⁻¹ * (1 - χ₀ * f)) * χ₀ := by
          unfold response
          generalize (1 - χ₀ * f)⁻¹ = R
          noncomm_ring
      _ = χ₀ := by rw [Matrix.nonsing_inv_mul _ df, Matrix.one_mul]
  -- subtract the two equations for the common response
  have e4 : χ₀ * g * response χ₀ f = 0 := by
    calc χ₀ * g * response χ₀ f
        = (1 - χ₀ * f) * response χ₀ f - (1 - χ₀ * (f + g)) * response χ₀ f := by
          noncomm_ring
      _ = 0 := by rw [e1, e2, sub_self]
  calc χ₀ * g * χ₀ = χ₀ * g * (response χ₀ f * (1 - f * χ₀)) := by rw [e3]
    _ = 0 := by rw [← Matrix.mul_assoc, e4, Matrix.zero_mul]

/-- Let `χ₀` be symmetric with exactly the constants as kernel, and `1 - χ₀ f` invertible.
Adding `g` to `f` keeps `1 - χ₀ (f + g)` invertible and the response unchanged if and only if
`g r s = a r + b s` for some `a` and `b`. -/
theorem response_unchanged_iff {χ₀ f : Matrix n n ℝ} (hS : χ₀.IsSymm)
    (hk : KernelIsConstants χ₀) (hf : IsUnit (1 - χ₀ * f)) (g : Matrix n n ℝ) :
    (IsUnit (1 - χ₀ * (f + g)) ∧ response χ₀ (f + g) = response χ₀ f) ↔
      IsSeparableSum g := by
  rw [← sandwich_eq_zero_iff hS hk g]
  exact ⟨fun h => sandwich_of_response_eq hf h.1 h.2, response_add_of_sandwich hf⟩

/-- Let `χ₀` be symmetric with exactly the constants as kernel, and `1 - χ₀ f` invertible. A
symmetric change `g` of `f` keeps `1 - χ₀ (f + g)` invertible and the response unchanged if and only
if `g r s = a r + a s` for a single `a`. -/
theorem response_unchanged_iff_of_symm {χ₀ f g : Matrix n n ℝ} (hS : χ₀.IsSymm)
    (hk : KernelIsConstants χ₀) (hf : IsUnit (1 - χ₀ * f)) (hg : g.IsSymm) :
    (IsUnit (1 - χ₀ * (f + g)) ∧ response χ₀ (f + g) = response χ₀ f) ↔
      ∃ a : n → ℝ, ∀ r s, g r s = a r + a s := by
  rw [response_unchanged_iff hS hk hf g]
  constructor
  · rintro ⟨a, b, h⟩
    -- average the two one-point functions
    refine ⟨fun r => (a r + b r) / 2, fun r s => ?_⟩
    have h1 := h r s
    have h2 := h s r
    have h3 := hg.apply r s
    show g r s = (a r + b r) / 2 + (a s + b s) / 2
    linarith
  · rintro ⟨a, h⟩
    exact ⟨a, a, h⟩

/-- On two points, `χ₀ = !![-1, 1; 1, -1]` is symmetric with exactly the constants as kernel,
and `1 - χ₀ f` is invertible for `f = !![1, 0; 0, 0]`. -/
theorem response_unchanged_witness :
    (!![-1, 1; 1, -1] : Matrix (Fin 2) (Fin 2) ℝ).IsSymm ∧
    KernelIsConstants (!![-1, 1; 1, -1] : Matrix (Fin 2) (Fin 2) ℝ) ∧
    IsUnit (1 - !![-1, 1; 1, -1] * !![1, 0; 0, 0] : Matrix (Fin 2) (Fin 2) ℝ) := by
  refine ⟨?_, ?_, ?_⟩
  · ext i j
    fin_cases i <;> fin_cases j <;> simp
  · intro x
    constructor
    · intro h
      have e := congrFun h 0
      simp [Matrix.mulVec, dotProduct, Fin.sum_univ_two] at e
      have e' : x 1 = x 0 := by linarith
      refine ⟨x 0, ?_⟩
      funext i
      fin_cases i
      · rfl
      · exact e'
    · rintro ⟨c, rfl⟩
      ext i
      fin_cases i <;> simp [Matrix.mulVec, dotProduct, Fin.sum_univ_two]
  · rw [Matrix.isUnit_iff_isUnit_det, isUnit_iff_ne_zero, Matrix.det_fin_two]
    norm_num [Matrix.mul_apply, Fin.sum_univ_two]

end

end ResponseKernelFreedom
```

```lean
#print axioms ResponseKernelFreedom.response_unchanged_iff_of_symm
```

```
'ResponseKernelFreedom.response_unchanged_iff_of_symm' depends on axioms: [propext, Classical.choice, Quot.sound]
```

## How the Lean statements map to the response problem

The type `n` is the set of points, and `Matrix n n ℝ` holds χ₀, f and g. `χ₀.IsSymm` is the symmetry of the response. `KernelIsConstants χ₀` says that `χ₀ *ᵥ x = 0` holds exactly when the potential `x` has the same value everywhere. `IsSeparableSum g` is the form a_r + b_s, and `response χ₀ f` is (1 − χ₀ f)⁻¹ χ₀.

Solvability is expressed by `IsUnit (1 - χ₀ * f)`. The main theorem, `response_unchanged_iff`, assumes it for f and has it for f + g on the left of the equivalence, next to the equality of responses. Mathlib assigns the zero matrix as the inverse of a singular matrix, so with no assumption on f two unsolvable problems would have equal `response` expressions. Once 1 − χ₀ f is invertible, equality alone already implies that the problem for f + g is solvable: otherwise both expressions would be zero, which forces χ₀ = 0, and then 1 − χ₀ (f + g) = 1 is invertible after all. The theorem states the solvability of f + g explicitly, so that it can be read off directly.

To compare two given kernels f and f′, both with solvable problems, take g = f′ − f. Their responses agree exactly when f′ − f has the form a_r + b_s.

## The algebra inside the Lean proofs

`sandwich_eq_zero_iff` is the criterion for g. Its steps `hcol` and `hrow` are the two uses of the kernel condition, first on columns of g χ₀ and then on differences of rows of g; `choose` collects the constants into the vector `a`. In the other direction, `row` and `col` are the vanishing sums, and `inner` shows that (χ₀ g)_is is independent of s.

`response_add_of_sandwich` replaces the inverse by a letter `R` that is known only through (1 − χ₀ f) R = 1. Then `push` moves a factor χ₀ to the left of R χ₀, `key` is χ₀ g R χ₀ = 0, and `hB` verifies the new inverse. The expansions are done by `noncomm_ring`, which keeps the order of the matrix factors. `hB` is a right inverse, and for square matrices `mul_eq_one_comm` makes it a left inverse too.

`sandwich_of_response_eq` is the subtraction argument: `e1` and `e2` are the two equations for the common response, `e4` is their difference, and `e3` turns the last factor back into χ₀. `response_unchanged_iff` combines these three theorems, and `response_unchanged_iff_of_symm` adds the averaging step.

`response_unchanged_witness` exhibits two points that satisfy all the assumptions, with χ₀ having rows (−1, 1) and (1, −1), and f having rows (1, 0) and (0, 0). There 1 − χ₀ f has determinant 2.

## What a code may infer from the theorem

The equivalence holds for every finite number of points, and f need not be symmetric. A code may therefore add or remove terms a_r + b_s without changing χ, provided that 1 − χ₀ f is invertible and its matrix χ₀ is symmetric and annihilates constants. That χ₀ annihilates nothing else is needed only for the converse, that no other change of f leaves χ the same. Both halves of the kernel condition deserve a check:

- **Row sums.** If the discretised χ₀ does not annihilate constants, the theorem does not apply, and an added term may change χ.
- **Rank.** The kernel condition means that χ₀ on N ≥ 1 points has rank N − 1. A static χ₀ built from fewer than N − 1 occupied–empty transitions between real orbitals has lower rank. If χ₀ annihilates the constants and also some non-constant u, then g_rs = u_r u_s also leaves χ unchanged, though it is not of the form a_r + b_s. The freedom in f is then larger.

The theorem concerns real numbers and gives no bound on rounding errors. The response stays the same, but the matrix to be inverted may change. In the two-point example, adding g with rows (α, α) and (0, 0) keeps the determinant at 2 while the entries of 1 − χ₀ (f + g) grow with α, so its condition number grows as well. A large term of the form a_r + b_s is harmless in the formula and can still spoil a linear solve.

Real symmetric matrices suit the static response and, with real orbitals, the response at imaginary frequency. Complex matrices at real frequencies, and the continuum limit of the grid, would need their own statements.

For the four-point Bethe–Salpeter equation with a static kernel, and as long as its matrices are real, `n` may be read as a finite set of pairs of points. `response_add_of_sandwich` and `sandwich_of_response_eq` still apply, since they assume neither symmetry nor anything about the kernel of χ₀. The classification by a_r + b_s does not transfer in the same way: a constant local potential is then proportional to δ_rs on the pairs (r, s), and not a constant vector over all pairs.
